# A linear response unchanged by every rotation and reflection that fixes a wavevector commutes with the projector onto any perpendicular direction

Let `M` be a real square matrix with finitely many components, describing a linear response, and suppose that `R * M * Rᵀ = M` for every orthogonal `R` that fixes the vector `q`. The theorem `commute_longProj` says that `M` then commutes with the projector onto any nonzero `v` perpendicular to `q`. The vector `v` need not be normalised, since the projector has entries `v i * v j / (v ⬝ᵥ v)`, and `M` is not assumed symmetric. The proof uses the mirror that reverses `v`, which is the identity minus twice the projector: it is orthogonal and fixes `q`, so it commutes with `M`, and hence the projector does too. To show that the mirror squares to the identity, the proof first needs the projector to equal its own square, which it checks by passing from matrices to linear maps and letting both sides act on a vector.

Lean 4 with Mathlib refuses this proof:

```lean
import Mathlib

open Matrix

namespace CommuteLongProj

noncomputable section

variable {ι : Type*} [Fintype ι]

/-- The longitudinal projector `Q i j = q i * q j / |q|²` of a nonzero wavevector `q`. -/
def longProj (q : ι → ℝ) : Matrix ι ι ℝ :=
  Matrix.of fun i j => q i * q j / (q ⬝ᵥ q)

/-- The longitudinal projector sends a field `x` to `(q·x / |q|²) q`. -/
theorem longProj_mulVec (q x : ι → ℝ) :
    longProj q *ᵥ x = ((q ⬝ᵥ x) / (q ⬝ᵥ q)) • q := by
  ext i
  show ∑ j, q i * q j / (q ⬝ᵥ q) * x j = (q ⬝ᵥ x) / (q ⬝ᵥ q) * q i
  generalize q ⬝ᵥ q = d
  simp only [dotProduct, Finset.sum_div, Finset.sum_mul]
  exact Finset.sum_congr rfl fun j _ => by ring

variable [DecidableEq ι]

/-- The response matrix `M` is unchanged by every orthogonal transformation that fixes `q`. -/
def IsIsotropicAbout (q : ι → ℝ) (M : Matrix ι ι ℝ) : Prop :=
  ∀ R : Matrix ι ι ℝ, R * Rᵀ = 1 → R *ᵥ q = q → R * M * Rᵀ = M

/-- A response isotropic about `q` commutes with the projector onto any nonzero direction `v`
perpendicular to `q`. -/
theorem commute_longProj {q v : ι → ℝ} {M : Matrix ι ι ℝ} (hM : IsIsotropicAbout q M)
    (hv : v ≠ 0) (hvq : v ⬝ᵥ q = 0) : longProj v * M = M * longProj v := by
  have hd : v ⬝ᵥ v ≠ 0 := fun h => hv (dotProduct_self_eq_zero.mp h)
  have hQ : longProj v * longProj v = longProj v := by
    apply Matrix.toLin'.injective
    ext1 x
    rw [Matrix.toLin'_apply, Matrix.toLin'_apply]
    rw [← Matrix.mulVec_mulVec, longProj_mulVec, longProj_mulVec, dotProduct_smul,
      smul_eq_mul, mul_div_cancel_right₀ _ hd]
  have hT : (longProj v)ᵀ = longProj v := by
    ext i j
    simp [longProj, mul_comm]
  -- the mirror that reverses `v`
  obtain ⟨R, hRd⟩ : ∃ R, R = 1 - longProj v - longProj v := ⟨_, rfl⟩
  have hR : R * R = 1 := by
    have e : R * R = 1 + ((longProj v * longProj v - longProj v)
        + (longProj v * longProj v - longProj v) + (longProj v * longProj v - longProj v)
        + (longProj v * longProj v - longProj v)) := by
      rw [hRd]; noncomm_ring
    rw [e, hQ, sub_self]; simp
  have hRT : Rᵀ = R := by
    rw [hRd, Matrix.transpose_sub, Matrix.transpose_sub, Matrix.transpose_one, hT]
  have hf : R *ᵥ q = q := by
    rw [hRd, Matrix.sub_mulVec, Matrix.sub_mulVec, Matrix.one_mulVec, longProj_mulVec, hvq]
    simp
  have h := hM R (by rw [hRT, hR]) hf
  rw [hRT] at h
  have hc : R * M = M * R := by
    calc R * M = R * M * (R * R) := by rw [hR, mul_one]
      _ = R * M * R * R := (mul_assoc _ _ _).symm
      _ = M * R := by rw [h]
  have h2 : longProj v * M + longProj v * M = M * longProj v + M * longProj v := by
    calc longProj v * M + longProj v * M = M - R * M := by rw [hRd]; noncomm_ring
      _ = M - M * R := by rw [hc]
      _ = M * longProj v + M * longProj v := by rw [hRd]; noncomm_ring
  ext i j
  have h3 := congrFun (congrFun h2 i) j
  simp only [Matrix.add_apply] at h3
  linarith

end

end CommuteLongProj
```

Lean reports:

```
Main.lean:38:8: error: Tactic `rewrite` failed: Did not find an occurrence of the pattern
  (toLin' ?M) ?v
in the target expression
  toLin' (longProj v * longProj v) ∘ₗ LinearMap.single ℝ (fun i => ℝ) x =
    toLin' (longProj v) ∘ₗ LinearMap.single ℝ (fun i => ℝ) x

ι : Type u_1
inst✝¹ : Fintype ι
inst✝ : DecidableEq ι
q v : ι → ℝ
M : Matrix ι ι ℝ
hM : IsIsotropicAbout q M
hv : v ≠ 0
hvq : v ⬝ᵥ q = 0
hd : v ⬝ᵥ v ≠ 0
x : ι
⊢ toLin' (longProj v * longProj v) ∘ₗ LinearMap.single ℝ (fun i => ℝ) x =
    toLin' (longProj v) ∘ₗ LinearMap.single ℝ (fun i => ℝ) x
```

Diagnosis. The error says that `rw` found no place to use `Matrix.toLin'_apply`, which needs a linear map `toLin' M` applied to a vector. The goal has none, because of the preceding `ext1 x`. For linear maps out of the function space `ι → ℝ`, `ext1` chose an extensionality rule that compares the maps on each coordinate separately. It therefore introduced an index `x : ι`, not a vector, and left an equation between two maps, each composed with `LinearMap.single`.

The repair replaces `ext1 x` with `refine LinearMap.ext fun x => ?_`, which names the extensionality lemma instead of leaving the choice to the tactic. `LinearMap.ext` asks that the two maps agree on every vector, so `x` now has type `ι → ℝ` and each side of the goal is a `toLin'` applied to `x`. The two rewrites with `Matrix.toLin'_apply` turn these into matrix–vector products, the form that the next line, with `Matrix.mulVec_mulVec` and `longProj_mulVec`, needs.

Fix (accepted with no message):

```diff
@@ -35,5 +35,5 @@
   have hQ : longProj v * longProj v = longProj v := by
     apply Matrix.toLin'.injective
-    ext1 x
+    refine LinearMap.ext fun x => ?_
     rw [Matrix.toLin'_apply, Matrix.toLin'_apply]
     rw [← Matrix.mulVec_mulVec, longProj_mulVec, longProj_mulVec, dotProduct_smul,
```
